# The Faddeev–LeVerrier recursion ends after n steps and gives the Green's matrix wherever z − H is invertible

For a system with \(n\) levels and Hamiltonian matrix \(H\), one wants \(G(z)=(z-H)^{-1}\) as an explicit function of the energy \(z\), without a new inversion at each energy. The numerator and denominator of \(G\) can be built from matrix products and traces. The coefficients are defined here by the traces that one would compute, and their identity with the coefficients of \(\det(z-H)\) is proved.

The matrix \(H\) is any complex \(n\times n\) matrix, Hermitian or not. The size \(n=0\) is allowed, and there the matrices \(1\) and \(0\) coincide.

```lean
import Mathlib

open Polynomial

namespace FaddeevLeVerrier

noncomputable section

/-- Complex n by n matrices, the operators on an n-level system. -/
abbrev Op (n : ℕ) := Matrix (Fin n) (Fin n) ℂ
```

In Lean, \(z-H\) is written `z • (1 : Op n) - H`, and the sign convention for \(G\) is that of \((z-H)^{-1}\).

```lean
variable {n : ℕ}

/-- The Green's matrix G(z), the inverse of z - H, for z such that z - H is invertible. -/
def green (H : Op n) (z : ℂ) : Op n := (z • (1 : Op n) - H)⁻¹
```

## Two recursions, one from traces and one from given coefficients

The recursion starts from \(B_0=1\) and continues with
\[
c_{k+1}=-\frac{\operatorname{tr}(HB_k)}{k+1},\qquad B_{k+1}=HB_k+c_{k+1}.
\]
A number added to a matrix stands for that multiple of the identity. `flMat H k` is \(B_k\).

```lean
/-- The matrices of the recursion: B_0 = 1 and B_(k+1) = H B_k - tr(H B_k)/(k+1). -/
def flMat (H : Op n) : ℕ → Op n
  | 0 => 1
  | k + 1 => H * flMat H k + (-(H * flMat H k).trace / ((k + 1 : ℕ) : ℂ)) • (1 : Op n)
```

`flCoeff H k` is \(c_k\), with \(c_0=1\) added so that the list matches that of a monic polynomial.

```lean
/-- The coefficients of the recursion: c_0 = 1 and c_(k+1) = -tr(H B_k)/(k+1). -/
def flCoeff (H : Op n) : ℕ → ℂ
  | 0 => 1
  | k + 1 => -(H * flMat H k).trace / ((k + 1 : ℕ) : ℂ)
```

For comparison, take arbitrary numbers \(a_k\) and form the Horner matrices \(M_0=a_0\), \(M_{k+1}=HM_k+a_{k+1}\).

```lean
/-- The Horner scheme with given coefficients: M_0 = a_0 and M_(k+1) = H M_k + a_(k+1). -/
def horner (H : Op n) (a : ℕ → ℂ) : ℕ → Op n
  | 0 => a 0 • (1 : Op n)
  | k + 1 => H * horner H a k + a (k + 1) • (1 : Op n)
```

The coefficients of interest are those of \(p(z)=\det(z-H)=\sum_{k\le n}a_kz^{n-k}\). The index \(k\) therefore counts down from the highest power.

```lean
/-- The coefficient of z^(n-k) in the characteristic polynomial of H, for k at most n. -/
def charCoeff (H : Op n) (k : ℕ) : ℂ := H.charpoly.coeff (n - k)
```

Mathlib defines the characteristic polynomial as a determinant with polynomial entries. Evaluation at a number respects sums and products, so it passes through the determinant and gives \(\det(z-H)\).

```lean
/-- The characteristic polynomial of H takes the value det(z - H) at z. -/
theorem charpoly_eval (H : Op n) (z : ℂ) :
    H.charpoly.eval z = (z • (1 : Op n) - H).det := by
  rw [Matrix.charpoly, ← coe_evalRingHom, RingHom.map_det]
  congr 1
  ext i j
  by_cases h : i = j <;>
    simp [h]
```

## Telescoping the Horner matrices

Unrolling the Horner scheme gives \(M_m=\sum_{k\le m}a_kH^{m-k}\): each step multiplies the earlier terms by \(H\) and adds a new constant. The induction in Lean does the same.

```lean
/-- The Horner scheme evaluates a polynomial at the matrix H. -/
theorem horner_eq_sum (H : Op n) (a : ℕ → ℂ) (m : ℕ) :
    horner H a m = ∑ k ∈ Finset.range (m + 1), a k • H ^ (m - k) := by
  induction m with
  | zero => simp [horner]
  | succ m ih =>
    have hs : horner H a (m + 1) = H * horner H a m + a (m + 1) • (1 : Op n) := rfl
    rw [Finset.sum_range_succ, hs, ih, Finset.mul_sum, Nat.sub_self, pow_zero]
    refine congrArg (· + a (m + 1) • (1 : Op n)) (Finset.sum_congr rfl fun k hk => ?_)
    have hk' := Finset.mem_range.mp hk
    have e : m + 1 - k = (m - k) + 1 := by omega
    rw [e, pow_succ', mul_smul_comm]
```

Now put \(S_m=\sum_{k<m}z^{m-1-k}M_k\) and \(p_m=\sum_{k\le m}a_kz^{m-k}\). The claim is \((z-H)S_m=p_m-M_m\). For \(m=0\) both sides vanish. Since \(S_{m+1}=zS_m+M_m\) and \(p_{m+1}=zp_m+a_{m+1}\),
\[
(z-H)S_{m+1}=z(p_m-M_m)+(z-H)M_m=zp_m-HM_m=p_{m+1}-M_{m+1}.
\]
In the proof, `h1` and `h2` are the two recursions for \(S_m\) and \(p_m\), and `module` collects the terms.

```lean
/-- Multiplied by z - H, the sum of the Horner matrices with powers of z telescopes to the
scalar polynomial at z minus the matrix polynomial at H. -/
theorem horner_telescope (H : Op n) (a : ℕ → ℂ) (z : ℂ) (m : ℕ) :
    (z • (1 : Op n) - H) * ∑ k ∈ Finset.range m, z ^ (m - 1 - k) • horner H a k
      = (∑ k ∈ Finset.range (m + 1), a k * z ^ (m - k)) • (1 : Op n) - horner H a m := by
  induction m with
  | zero => simp [horner]
  | succ m ih =>
    have h1 : ∑ k ∈ Finset.range (m + 1), z ^ (m + 1 - 1 - k) • horner H a k
        = z • ∑ k ∈ Finset.range m, z ^ (m - 1 - k) • horner H a k + horner H a m := by
      rw [Finset.sum_range_succ, Finset.smul_sum]
      refine congrArg₂ (· + ·) (Finset.sum_congr rfl fun k hk => ?_) (by simp)
      have hk' := Finset.mem_range.mp hk
      have e : m + 1 - 1 - k = (m - 1 - k) + 1 := by omega
      rw [e, pow_succ', mul_smul]
    have h2 : ∑ k ∈ Finset.range (m + 1 + 1), a k * z ^ (m + 1 - k)
        = z * ∑ k ∈ Finset.range (m + 1), a k * z ^ (m - k) + a (m + 1) := by
      rw [Finset.sum_range_succ, Finset.mul_sum]
      refine congrArg₂ (· + ·) (Finset.sum_congr rfl fun k hk => ?_) (by simp)
      have hk' := Finset.mem_range.mp hk
      have e : m + 1 - k = (m - k) + 1 := by omega
      rw [e, pow_succ']
      ring
    have hs : horner H a (m + 1) = H * horner H a m + a (m + 1) • (1 : Op n) := rfl
    rw [h1, h2, mul_add, mul_smul_comm, ih, hs, sub_mul, smul_mul_assoc, one_mul]
    module
```

## The derivative of the determinant

Let \(z-H\) be invertible. For any \(w\),
\[
w-H=(z-H)\bigl(1+(w-z)G(z)\bigr).
\]
The determinant of \(1+rG\) is \(1+r\operatorname{tr}G+r^2q(r)\) with a polynomial \(q\), so
\[
p(w)=\det(z-H)\bigl[1+(w-z)\operatorname{tr}G(z)+(w-z)^2q(w-z)\bigr].
\]
Differentiating at \(w=z\) gives \(p'(z)=\det(z-H)\operatorname{tr}G(z)\). Lean first proves the expansion as an equality of polynomials, by comparing values at every \(w\), and then differentiates it.

```lean
/-- A special case of Jacobi's formula: where z - H is invertible, the derivative of det(z - H) with
respect to z is det(z - H) tr G(z). -/
theorem jacobi (H : Op n) (z : ℂ) (hz : IsUnit (z • (1 : Op n) - H)) :
    (derivative H.charpoly).eval z = (z • (1 : Op n) - H).det * (green H z).trace := by
  have hd := (Matrix.isUnit_iff_isUnit_det _).mp hz
  obtain ⟨q, hq⟩ : ∃ q : ℂ[X], ∀ r : ℂ, (1 + r • green H z).det
      = 1 + (green H z).trace * r + q.eval r * r ^ 2 :=
    ⟨_, fun r => Matrix.det_one_add_smul r (green H z)⟩
  -- expand the determinant around the regular point z
  have hp : H.charpoly = C (z • (1 : Op n) - H).det *
      (1 + C (green H z).trace * (X - C z) + q.comp (X - C z) * (X - C z) ^ 2) := by
    apply Polynomial.funext
    intro w
    have hw : w • (1 : Op n) - H
        = (z • (1 : Op n) - H) * (1 + (w - z) • green H z) := by
      rw [green, mul_add, mul_one, mul_smul_comm, Matrix.mul_nonsing_inv _ hd]
      module
    rw [charpoly_eval, hw, Matrix.det_mul, hq]
    simp [eval_comp]
  rw [hp]
  simp [pow_two]
```

## Cayley–Hamilton stops the scheme

With the characteristic coefficients, \(M_n=\sum_{k\le n}a_kH^{n-k}=p(H)=0\) by the Cayley–Hamilton theorem. The telescoped identity at \(m=n\) then loses its last term:
\[
(z-H)\sum_{k<n}z^{n-1-k}M_k=\det(z-H)\,1 .
\]
This holds for every \(z\), eigenvalues included. `Finset.sum_range_reflect` reverses the order of summation, because Mathlib lists coefficients from the lowest power.

```lean
/-- With the characteristic coefficients, the n-th Horner matrix vanishes, and for every z z - H
times the sum of z^(n-1-k) M_k over k < n, with M_k the k-th Horner matrix, is det(z - H) times the
identity. -/
theorem horner_charCoeff (H : Op n) :
    horner H (charCoeff H) n = 0 ∧ ∀ z : ℂ,
      (z • (1 : Op n) - H) *
        ∑ k ∈ Finset.range n, z ^ (n - 1 - k) • horner H (charCoeff H) k
        = (z • (1 : Op n) - H).det • (1 : Op n) := by
  have h0 : horner H (charCoeff H) n = 0 := by
    -- Cayley-Hamilton, with the sum read backwards
    rw [← Matrix.aeval_self_charpoly H, horner_eq_sum, aeval_eq_sum_range,
      Matrix.charpoly_natDegree_eq_dim, Fintype.card_fin]
    simpa only [Nat.add_sub_cancel, charCoeff] using
      Finset.sum_range_reflect (fun i => H.charpoly.coeff i • H ^ i) (n + 1)
  refine ⟨h0, fun z => ?_⟩
  rw [horner_telescope, h0, sub_zero, ← charpoly_eval, eval_eq_sum_range,
    Matrix.charpoly_natDegree_eq_dim, Fintype.card_fin]
  refine congrArg (· • (1 : Op n)) ?_
  simpa only [Nat.add_sub_cancel, charCoeff] using
    Finset.sum_range_reflect (fun i => H.charpoly.coeff i * z ^ i) (n + 1)
```

## Traces fix the coefficients

Where \(\det(z-H)\neq0\), multiplying the last identity by \(G(z)\) and taking the trace gives, with the derivative formula,
\[
p'(z)=\sum_{j<n}z^{n-1-j}\operatorname{tr}M_j=:T(z).
\]
Hence \(p\,(p'-T)\) vanishes at every \(z\): at the zeros of \(p\) because of the first factor, elsewhere because of the second. It is therefore the zero polynomial, and since \(p\) is monic, \(p'=T\). Comparing coefficients of \(z^{n-1-k}\) for \(k<n\) yields
\[
\operatorname{tr}M_k=(n-k)\,a_k .
\]
For \(k=n\) both sides are zero. In Lean, `h0` is the vanishing product, `hT` the equality \(p'=T\), and `hc` reads off one coefficient of \(T\).

```lean
/-- For k at most n, the k-th Horner matrix with the characteristic coefficients has trace
n - k times the k-th coefficient. -/
theorem trace_horner (H : Op n) (k : ℕ) (hk : k ≤ n) :
    (horner H (charCoeff H) k).trace = ((n : ℂ) - k) * charCoeff H k := by
  rcases hk.eq_or_lt with rfl | hk'
  · rw [(horner_charCoeff H).1]
    simp
  obtain ⟨T, hTdef⟩ : ∃ T : ℂ[X], T = ∑ j ∈ Finset.range n,
      C (horner H (charCoeff H) j).trace * X ^ (n - 1 - j) := ⟨_, rfl⟩
  -- both polynomials agree wherever the characteristic polynomial does not vanish
  have h0 : H.charpoly * (derivative H.charpoly - T) = 0 := by
    apply Polynomial.funext
    intro z
    rw [eval_mul, eval_sub, eval_zero]
    by_cases hz : H.charpoly.eval z = 0
    · rw [hz, zero_mul]
    · rw [charpoly_eval] at hz
      have hd := isUnit_iff_ne_zero.mpr hz
      have hG : (z • (1 : Op n) - H).det • green H z
          = ∑ j ∈ Finset.range n, z ^ (n - 1 - j) • horner H (charCoeff H) j := by
        rw [green, ← mul_one (z • (1 : Op n) - H)⁻¹, ← mul_smul_comm,
          ← (horner_charCoeff H).2 z, ← mul_assoc, Matrix.nonsing_inv_mul _ hd, one_mul]
      have he : (derivative H.charpoly).eval z = T.eval z := by
        rw [jacobi H z ((Matrix.isUnit_iff_isUnit_det _).mpr hd), ← smul_eq_mul,
          ← Matrix.trace_smul, hG, Matrix.trace_sum, hTdef, eval_finsetSum]
        refine Finset.sum_congr rfl fun j _ => ?_
        rw [Matrix.trace_smul, smul_eq_mul, eval_mul, eval_C, eval_pow, eval_X, mul_comm]
      rw [he, sub_self, mul_zero]
  have hT : derivative H.charpoly = T :=
    sub_eq_zero.mp ((mul_eq_zero.mp h0).resolve_left H.charpoly_monic.ne_zero)
  have hc : T.coeff (n - 1 - k) = (horner H (charCoeff H) k).trace := by
    rw [hTdef, finsetSum_coeff, Finset.sum_eq_single k]
    · rw [coeff_C_mul_X_pow, if_pos rfl]
    · intro j hj hjk
      have hj' := Finset.mem_range.mp hj
      rw [coeff_C_mul_X_pow, if_neg (by omega)]
    · intro h
      exact absurd (Finset.mem_range.mpr hk') h
  have e : n - 1 - k + 1 = n - k := by omega
  have e2 : ((n - 1 - k : ℕ) : ℂ) + 1 = (n : ℂ) - k := by
    rw [← Nat.cast_sub hk, ← e, Nat.cast_add, Nat.cast_one]
  rw [← hc, ← hT, coeff_derivative, e, e2, mul_comm, charCoeff]
```

The two recursions can now be matched by induction. At the start, \(a_0=1\), so \(B_0=M_0\). If \(B_k=M_k\) and \(k+1\le n\), the trace of \(M_{k+1}=HM_k+a_{k+1}\) gives
\[
\operatorname{tr}(HB_k)+n\,a_{k+1}=(n-k-1)\,a_{k+1},
\]
so \(\operatorname{tr}(HB_k)=-(k+1)a_{k+1}\). Thus \(c_{k+1}=a_{k+1}\) and \(B_{k+1}=M_{k+1}\). The step `linear_combination -ht` is this rearrangement of the trace equation.

```lean
/-- For k at most n, the recursion produces the Horner matrices and the coefficients of the
characteristic polynomial. -/
theorem recursion_eq (H : Op n) (k : ℕ) (hk : k ≤ n) :
    flMat H k = horner H (charCoeff H) k ∧ flCoeff H k = charCoeff H k := by
  induction k with
  | zero =>
    have h0 : charCoeff H 0 = 1 := by
      have h := H.charpoly_monic.coeff_natDegree
      rw [Matrix.charpoly_natDegree_eq_dim, Fintype.card_fin] at h
      exact h
    refine ⟨?_, h0.symm⟩
    show (1 : Op n) = charCoeff H 0 • (1 : Op n)
    rw [h0, one_smul]
  | succ k ih =>
    obtain ⟨hB, _⟩ := ih (by omega)
    have ht := trace_horner H (k + 1) hk
    have hs : horner H (charCoeff H) (k + 1)
        = H * horner H (charCoeff H) k + charCoeff H (k + 1) • (1 : Op n) := rfl
    rw [hs, Matrix.trace_add, Matrix.trace_smul, Matrix.trace_one, Fintype.card_fin,
      smul_eq_mul] at ht
    push_cast at ht
    have hc : flCoeff H (k + 1) = charCoeff H (k + 1) := by
      show -(H * flMat H k).trace / ((k + 1 : ℕ) : ℂ) = _
      rw [hB, div_eq_iff (Nat.cast_ne_zero.mpr (Nat.succ_ne_zero k))]
      push_cast
      linear_combination -ht
    have hf : flMat H (k + 1) = H * flMat H k + flCoeff H (k + 1) • (1 : Op n) := rfl
    exact ⟨by rw [hf, hB, hc, hs], hc⟩
```

## The Green's matrix from the recursion

Replacing \(M_k\) by \(B_k\) gives \(B_n=0\). If \(z-H\) is invertible, multiplying the Cayley–Hamilton identity from the left by \(G(z)\) gives
\[
\det(z-H)\,G(z)=\sum_{k<n}z^{n-1-k}B_k .
\]
In words, the theorem says that for every complex square matrix the \(n\)-th matrix of the recursion is zero, and that this formula holds at every \(z\) for which `IsUnit (z • (1 : Op n) - H)` is true, that is, at every \(z\) that is not an eigenvalue.

```lean
/-- Faddeev-LeVerrier recursion: B_n = 0, and whenever z - H is invertible,
det(z - H) G(z) is the sum of z^(n-1-k) B_k over k < n. -/
theorem faddeev_leverrier (H : Op n) :
    flMat H n = 0 ∧ ∀ z : ℂ, IsUnit (z • (1 : Op n) - H) →
      (z • (1 : Op n) - H).det • green H z
        = ∑ k ∈ Finset.range n, z ^ (n - 1 - k) • flMat H k := by
  refine ⟨(recursion_eq H n le_rfl).1.trans (horner_charCoeff H).1, fun z hz => ?_⟩
  have hd := (Matrix.isUnit_iff_isUnit_det _).mp hz
  rw [green, ← mul_one (z • (1 : Op n) - H)⁻¹, ← mul_smul_comm,
    ← (horner_charCoeff H).2 z, ← mul_assoc, Matrix.nonsing_inv_mul _ hd, one_mul]
  refine Finset.sum_congr rfl fun k hk => ?_
  rw [(recursion_eq H k (Finset.mem_range.mp hk).le).1]
```

The formula can't be claimed for every complex \(z\). Take \(n=1\), \(H=0\) and \(z=0\): the determinant is zero, so the left side is zero whatever matrix is put in place of \(G\), while the right side is \(B_0=1\).

For a non-interacting system described by a finite matrix, such as a tight-binding cluster, one run of the recursion supplies the matrices \(B_k\) for all energies that are not eigenvalues, and the \(c_k\) are the coefficients of the denominator. For a dense \(H\) and ordinary matrix multiplication, the run takes of the order of \(n^4\) operations. Summing the full numerator at one energy then takes of the order of \(n^3\), like a direct inversion, while a single element of \(G\) takes only of the order of \(n\). The step from a Hamiltonian on an infinite-dimensional space to a matrix in a finite orthonormal basis is left to the user. The theorem is about exact arithmetic. In floating-point arithmetic, cancellation can spoil the coefficients even at moderate \(n\), so the recursion is no general replacement for direct inversion or diagonalisation.

## The inverse of H and the columns at an eigenvalue

Let \(n=m+1\) and let \(H\) be invertible. The last step reads \(0=B_{m+1}=HB_m+c_{m+1}\). Multiplying by \(H^{-1}\) gives
\[
c_{m+1}H^{-1}=-B_m .
\]
Here \(c_{m+1}=p(0)=\det(-H)\) is nonzero, so one may divide by it.

```lean
/-- For an invertible H of size m+1, the last step of the recursion gives the inverse:
c_(m+1) times the inverse of H equals -B_m. -/
theorem inverse_from_recursion {m : ℕ} (H : Op (m + 1)) (hH : IsUnit H) :
    flCoeff H (m + 1) • H⁻¹ = -flMat H m := by
  have hd := (Matrix.isUnit_iff_isUnit_det _).mp hH
  have h : H * flMat H m + flCoeff H (m + 1) • (1 : Op (m + 1)) = 0 :=
    (faddeev_leverrier H).1
  have h2 := eq_neg_of_add_eq_zero_right h
  rw [← mul_one H⁻¹, ← mul_smul_comm, h2, mul_neg, ← mul_assoc,
    Matrix.nonsing_inv_mul _ hd, one_mul]
```

At an eigenvalue \(z\), the determinant vanishes and the Green's matrix does not exist, but the matrix polynomial \(S=\sum_{k<n}z^{n-1-k}B_k\) still does. The identity \((z-H)S=\det(z-H)\,1\) becomes \((z-H)S=0\), or \(HS=zS\). Each nonzero column \(v\) of \(S\) is thus an eigenvector, with normalised form \(v/\lVert v\rVert\). There may be no such column: for the \(2\times2\) matrix \(H=0\) at \(z=0\), \(S=zB_0+B_1=0\).

The proof carries the identity over from the Horner matrices to the \(B_k\) in `hS`, then sets the determinant to zero.

```lean
/-- If det(z - H) = 0, the matrix S given by the sum of z^(n-1-k) B_k over k < n satisfies
H S = z S. -/
theorem eigen_columns (H : Op n) (z : ℂ) (hz : (z • (1 : Op n) - H).det = 0) :
    H * ∑ k ∈ Finset.range n, z ^ (n - 1 - k) • flMat H k
      = z • ∑ k ∈ Finset.range n, z ^ (n - 1 - k) • flMat H k := by
  have hS : ∑ k ∈ Finset.range n, z ^ (n - 1 - k) • flMat H k
      = ∑ k ∈ Finset.range n, z ^ (n - 1 - k) • horner H (charCoeff H) k :=
    Finset.sum_congr rfl fun k hk => by
      rw [(recursion_eq H k (Finset.mem_range.mp hk).le).1]
  have h := (horner_charCoeff H).2 z
  rw [hz, zero_smul, ← hS, sub_mul, smul_mul_assoc, one_mul] at h
  exact (sub_eq_zero.mp h).symm

end

end FaddeevLeVerrier
```

```lean
#print axioms FaddeevLeVerrier.inverse_from_recursion
-- 'FaddeevLeVerrier.inverse_from_recursion' depends on axioms: [propext, Classical.choice, Quot.sound]
#print axioms FaddeevLeVerrier.eigen_columns
-- 'FaddeevLeVerrier.eigen_columns' depends on axioms: [propext, Classical.choice, Quot.sound]
```
